# The real eigenvalues of a real 2 × 2 matrix are the real roots of its characteristic polynomial

For a two-level system whose Hamiltonian is a real matrix in a chosen basis, this lemma gives the secular equation for the energy levels. It states that a real number μ is an eigenvalue of a real 2 × 2 matrix M exactly when μ² − (tr M)μ + det M = 0. M need not be symmetric, and the eigenvector must be real and nonzero but need not be normalised. The attempt recasts the eigenvalue equation as (M − μ1)x = 0, uses the fact that this has a nonzero solution exactly when det(M − μ1) = 0, and expands the determinant.

The first attempt, which Lean rejects:

```lean
import Mathlib

open Matrix Filter Topology

namespace IsEigenvalueIff

noncomputable section

/-- The number `μ` is an eigenvalue of `M`: some nonzero vector is scaled by `μ`. -/
def IsEigenvalue (M : Matrix (Fin 2) (Fin 2) ℝ) (μ : ℝ) : Prop :=
  ∃ x : Fin 2 → ℝ, x ≠ 0 ∧ M *ᵥ x = μ • x

/-- The eigenvalues of a two-level matrix are the roots of `μ² - (tr M) μ + det M`. -/
theorem isEigenvalue_iff (M : Matrix (Fin 2) (Fin 2) ℝ) (μ : ℝ) :
    IsEigenvalue M μ ↔ μ ^ 2 - M.trace * μ + M.det = 0 := by
  have h : IsEigenvalue M μ ↔ ∃ x : Fin 2 → ℝ, x ≠ 0 ∧ (M - μ • 1) *ᵥ x = 0 := by
    simp [IsEigenvalue, Matrix.sub_mulVec, Matrix.smul_mulVec, sub_eq_zero]
  have hd : (M - μ • 1).det = μ ^ 2 - M.trace * μ + M.det := by
    simp [Matrix.det_fin_two, Matrix.trace_fin_two]
    ring
  rw [h, Matrix.exists_mulVec_eq_zero_iff, hd]

end

end IsEigenvalueIff
```

Lean reports:

```
Main.lean:16:79: error: unsolved goals
M : Matrix (Fin 2) (Fin 2) ℝ
μ : ℝ
⊢ (∃ x, ¬x = 0 ∧ ![M 0 0 * x 0 + M 0 1 * x 1, M 1 0 * x 0 + M 1 1 * x 1] = μ • x) ↔
    ∃ x, ¬x = 0 ∧ M 0 0 * x 0 + M 0 1 * x 1 = vecHead (μ • x) ∧ M 1 0 * x 0 + M 1 1 * x 1 = vecHead (vecTail (μ • x))
```

The error is in `h`, which says that Mx = μx and (M − μ1)x = 0 have nonzero solutions under the same condition. Besides the listed lemmas, `simp` uses its default set, and here it wrote the matrix-vector product out in entries. In the goal that remains, the left side still has one equation between vectors, while the right side has been split into two scalar equations, with `vecHead` and `vecTail` picking out the components of `μ • x`. The two sides say the same thing, but `simp` did not bring them to a common form, so the goal stayed open.

The repair keeps the vectors whole. The new `hx` proves (M − μ1)x = Mx − μx by distributing the product over the difference, moving the scalar out and removing the identity matrix with `Matrix.one_mulVec`. Then `simp only` unfolds `IsEigenvalue`, applies `hx`, and uses `sub_eq_zero` to turn Mx − μx = 0 into Mx = μx. Both sides are now identical. The word `only` matters because it shuts out the default lemmas that expanded the product.

As a diff, the version that Lean accepts:

```diff
@@ -15,5 +15,7 @@
     IsEigenvalue M μ ↔ μ ^ 2 - M.trace * μ + M.det = 0 := by
   have h : IsEigenvalue M μ ↔ ∃ x : Fin 2 → ℝ, x ≠ 0 ∧ (M - μ • 1) *ᵥ x = 0 := by
-    simp [IsEigenvalue, Matrix.sub_mulVec, Matrix.smul_mulVec, sub_eq_zero]
+    have hx (x : Fin 2 → ℝ) : (M - μ • 1) *ᵥ x = M *ᵥ x - μ • x := by
+      rw [Matrix.sub_mulVec, Matrix.smul_mulVec, Matrix.one_mulVec]
+    simp only [IsEigenvalue, hx, sub_eq_zero]
   have hd : (M - μ • 1).det = μ ^ 2 - M.trace * μ + M.det := by
     simp [Matrix.det_fin_two, Matrix.trace_fin_two]
```
